# The Abrikosov–Gorkov gap and its closing at unit pair-breaking strength

To compute the density of states of a superconductor with magnetic impurities in Abrikosov–Gorkov theory, one solves at each energy $\omega\ge 0$ for a parameter $u$ satisfying

$$\frac{\omega}{\Delta}=f(u),\qquad f(u)=u\left(1-\frac{\zeta}{\sqrt{1-u^2}}\right).$$

Here $\Delta$ is the order parameter in the presence of the impurities, and $\zeta$ is the pair-breaking energy, supplied by spin-flip scattering, divided by $\Delta$. Conventions for this energy differ by a factor of 2; the one meant here is fixed by the relation above. The density of states is proportional to the imaginary part of $u/\sqrt{1-u^2}$, so it vanishes where the physical root is real with $0\le u<1$. Knowing the largest energy with such a root tells the solver where to switch from a real root to a complex one.

For $0<\zeta<1$ that energy is $\Delta(1-\zeta^{2/3})^{3/2}$. For $\zeta\ge 1$ no positive energy has a root in $[0,1)$, which is the gapless regime.

## The maximum from two points on the unit circle

Let $0<\zeta<1$ and $0\le u<1$, and put

$$c=\zeta^{1/3},\qquad g=\sqrt{1-c^2},\qquad s=\sqrt{1-u^2}.$$

Then $u^2+s^2=1$ and $g^2+c^2=1$, with $s$, $g$ and $c$ positive. Write $X=g^3s+c^3u$, which is also positive. Expanding gives

$$X(ug+sc)=us\,(g^4+c^4)+g^3c\,s^2+gc^3u^2.$$

Since $g^4+c^4=1-2g^2c^2$, the right-hand side is $us+gc\,(gs-cu)^2$. The two circle equations also give

$$1-(ug+sc)=\tfrac12\left[(u-g)^2+(s-c)^2\right],$$

which is the Cauchy–Schwarz inequality with its deficit written out. Combining the two,

$$X-us=\tfrac12X\left[(u-g)^2+(s-c)^2\right]+gc\,(gs-cu)^2\ge 0.$$

Equality forces $u=g$, because $X>0$. Dividing $us\le g^3s+c^3u$ by $s$ and using $c^3=\zeta$ yields

$$f(u)=u-\frac{\zeta u}{s}\le g^3=(1-\zeta^{2/3})^{3/2}.$$

At $u=g$ we have $s=c$, so $f(g)=g(1-c^2)=g^3$. The bound is attained there and nowhere else in $[0,1)$.

## Real roots below the edge, and none at positive energy for strong pair breaking

The function $f$ is continuous on $[0,g]$, with $f(0)=0$ and $f(g)=g^3$. By the intermediate value theorem, every reduced energy $w=\omega/\Delta$ with $0\le w\le g^3$ has a root in $[0,g]$. A larger $w$ has none in $[0,1)$, by the bound.

If $\zeta\ge1$, then $\sqrt{1-u^2}\le1\le\zeta$, so the bracket in $f$ is at most zero and $f(u)\le0$ throughout $[0,1)$. If $0<\zeta<1$, the value $f(g)=g^3$ is positive.

As $\zeta\to0$ the gap tends to $\Delta$, the BCS value. At $\zeta=0$ itself $f(u)=u$, which approaches 1 on $[0,1)$ without reaching it, so there is a supremum but no maximum. As $\zeta\to1$ from below, the gap tends to zero.

## The energy relation and its edge in Lean

```lean
import Mathlib

open Set

namespace AbrikosovGorkovGap

noncomputable section
```

The reduced energy $f(u)$ becomes a real function of $\zeta$ and $u$. The relation is taken as given: its derivation from impurity-averaged Green's functions and the self-consistent determination of $\Delta$ are not part of the development.

```lean
/-- The reduced energy `ω/Δ` as a function of the Abrikosov-Gorkov parameter `u`, at
pair-breaking strength `ζ`; the domain is `|u| < 1`. -/
def agEnergy (ζ u : ℝ) : ℝ := u * (1 - ζ / √(1 - u ^ 2))
```

The maximiser $g$ is `agEdge`, and the gap in units of $\Delta$ is `agGap`. The annotation `(2 / 3 : ℝ)` makes the exponent a real number.

```lean
/-- The parameter value `√(1 - ζ^(2/3))`, for `0 ≤ ζ ≤ 1`. -/
def agEdge (ζ : ℝ) : ℝ := √(1 - ζ ^ (2 / 3 : ℝ))

/-- The Abrikosov-Gorkov gap `(1 - ζ^(2/3))^(3/2)` in units of `Δ`, for `0 ≤ ζ ≤ 1`. -/
def agGap (ζ : ℝ) : ℝ := (1 - ζ ^ (2 / 3 : ℝ)) ^ (3 / 2 : ℝ)
```

## The inequality and the value at the edge

The first theorem is the circle argument, with $u,s,g,c$ as free real numbers. The identity for $X(ug+sc)$ is `key`, the Cauchy–Schwarz deficit is `hcs`, and their combination is `hdef`. For the first two, `linear_combination` names the multiples of the circle equations that make the two sides agree; for `hdef` it combines `hcs` and `key`. For equality, the first nonnegative term must vanish; since $X\neq0$, the sum of squares is zero and $u=g$.

```lean
/-- For two points `(u, s)` and `(g, c)` of the unit circle in the first quadrant,
`u s ≤ g³ s + c³ u`, and equality forces `u = g`. -/
theorem circle_inequality {u s g c : ℝ} (hu : 0 ≤ u) (hs : 0 < s) (hg : 0 < g) (hc : 0 < c)
    (h1 : u ^ 2 + s ^ 2 = 1) (h2 : g ^ 2 + c ^ 2 = 1) :
    u * s ≤ g ^ 3 * s + c ^ 3 * u ∧ (u * s = g ^ 3 * s + c ^ 3 * u → u = g) := by
  have hX : 0 < g ^ 3 * s + c ^ 3 * u := by positivity
  have key : (g ^ 3 * s + c ^ 3 * u) * (u * g + s * c)
      = u * s + g * c * (g * s - c * u) ^ 2 := by
    linear_combination (u * s * (g ^ 2 + c ^ 2 + 1)) * h2
  have hcs : 1 - (u * g + s * c) = ((u - g) ^ 2 + (s - c) ^ 2) / 2 := by
    linear_combination (-1 / 2) * h1 + (-1 / 2) * h2
  -- the deficit is a sum of two nonnegative terms
  have hdef : (g ^ 3 * s + c ^ 3 * u) - u * s
      = (g ^ 3 * s + c ^ 3 * u) * (((u - g) ^ 2 + (s - c) ^ 2) / 2)
        + g * c * (g * s - c * u) ^ 2 := by
    linear_combination (g ^ 3 * s + c ^ 3 * u) * hcs + key
  have hA : 0 ≤ (g ^ 3 * s + c ^ 3 * u) * (((u - g) ^ 2 + (s - c) ^ 2) / 2) :=
    mul_nonneg hX.le (by positivity)
  have hB : 0 ≤ g * c * (g * s - c * u) ^ 2 :=
    mul_nonneg (mul_pos hg hc).le (sq_nonneg _)
  refine ⟨by linarith, fun h => ?_⟩
  have h0 : (g ^ 3 * s + c ^ 3 * u) * (((u - g) ^ 2 + (s - c) ^ 2) / 2) = 0 :=
    le_antisymm (by linarith) hA
  rcases mul_eq_zero.1 h0 with h' | h'
  · exact absurd h' hX.ne'
  · have hsq : (u - g) ^ 2 = 0 :=
      le_antisymm (by linarith [sq_nonneg (s - c)]) (sq_nonneg _)
    exact sub_eq_zero.1 ((pow_eq_zero_iff two_ne_zero).1 hsq)
```

The next theorem connects these variables to $\zeta$: the point $(g,c)$ lies on the unit circle, $c^3=\zeta$, and $g^3$ is the gap. The main tool is the rule $x^{ab}=(x^a)^b$ for real exponents, which is applied here to a nonnegative base $x$.

```lean
/-- For `0 < ζ < 1` the edge parameter and `ζ^(1/3)` are positive and lie on the unit circle;
their cubes are the gap and the pair-breaking strength. -/
theorem edge_relations {ζ : ℝ} (h0 : 0 < ζ) (h1 : ζ < 1) :
    0 < agEdge ζ ∧ 0 < ζ ^ (1 / 3 : ℝ) ∧ agEdge ζ ^ 2 + (ζ ^ (1 / 3 : ℝ)) ^ 2 = 1 ∧
      (ζ ^ (1 / 3 : ℝ)) ^ 3 = ζ ∧ agEdge ζ ^ 3 = agGap ζ := by
  have hlt : ζ ^ (2 / 3 : ℝ) < 1 := Real.rpow_lt_one h0.le h1 (by norm_num)
  have hnn : 0 ≤ 1 - ζ ^ (2 / 3 : ℝ) := by linarith
  have hc2 : (ζ ^ (1 / 3 : ℝ)) ^ 2 = ζ ^ (2 / 3 : ℝ) := by
    rw [← Real.rpow_natCast, ← Real.rpow_mul h0.le]
    norm_num
  have hg2 : agEdge ζ ^ 2 = 1 - ζ ^ (2 / 3 : ℝ) := Real.sq_sqrt hnn
  refine ⟨Real.sqrt_pos.2 (by linarith), Real.rpow_pos_of_pos h0 _, by linarith, ?_, ?_⟩
  · rw [← Real.rpow_natCast, ← Real.rpow_mul h0.le]
    norm_num
  · unfold agEdge agGap
    rw [Real.sqrt_eq_rpow, ← Real.rpow_natCast, ← Real.rpow_mul hnn]
    norm_num
```

Evaluation at the edge follows the calculation above: `hs` says $\sqrt{1-g^2}=c$, `hq` says $\zeta/c=c^2$, and the last line reduces $g(1-c^2)$ to $g^3$.

```lean
/-- For `0 < ζ < 1` the edge parameter lies in `[0, 1)`, and the reduced energy there
equals the gap. -/
theorem agEnergy_edge {ζ : ℝ} (h0 : 0 < ζ) (h1 : ζ < 1) :
    agEdge ζ ∈ Ico (0 : ℝ) 1 ∧ agEnergy ζ (agEdge ζ) = agGap ζ := by
  obtain ⟨hg, hc, h2, h3, h4⟩ := edge_relations h0 h1
  refine ⟨⟨hg.le, by nlinarith [pow_pos hc 2]⟩, ?_⟩
  have hs : √(1 - agEdge ζ ^ 2) = ζ ^ (1 / 3 : ℝ) := by
    rw [show 1 - agEdge ζ ^ 2 = (ζ ^ (1 / 3 : ℝ)) ^ 2 by linarith, Real.sqrt_sq hc.le]
  have hq : ζ / ζ ^ (1 / 3 : ℝ) = (ζ ^ (1 / 3 : ℝ)) ^ 2 := by
    rw [div_eq_iff hc.ne']
    linarith [pow_succ (ζ ^ (1 / 3 : ℝ)) 2]
  unfold agEnergy
  rw [hs, hq, ← h4]
  linear_combination (-agEdge ζ) * h2
```

For general $u$ in `Ico 0 1`, the half-open interval $[0,1)$, the step `hmul` multiplies $f(u)$ by $s$. The circle inequality then applies, and cancelling the positive factor $s$ gives the bound. The equivalence records that the maximiser is unique.

```lean
/-- For `0 < ζ < 1` the reduced energy on `[0, 1)` never exceeds the gap, and it equals the gap
only at the edge parameter. -/
theorem agEnergy_le_gap {ζ u : ℝ} (h0 : 0 < ζ) (h1 : ζ < 1) (hu : u ∈ Ico (0 : ℝ) 1) :
    agEnergy ζ u ≤ agGap ζ ∧ (agEnergy ζ u = agGap ζ ↔ u = agEdge ζ) := by
  obtain ⟨hg, hc, h2, h3, h4⟩ := edge_relations h0 h1
  have hpos : 0 < 1 - u ^ 2 := by nlinarith [hu.1, hu.2]
  have hs : 0 < √(1 - u ^ 2) := Real.sqrt_pos.2 hpos
  have hss : √(1 - u ^ 2) ^ 2 = 1 - u ^ 2 := Real.sq_sqrt hpos.le
  obtain ⟨hle, heq⟩ := circle_inequality hu.1 hs hg hc (by linarith) h2
  rw [h3, h4] at hle heq
  -- clear the square root from the denominator
  have hmul : agEnergy ζ u * √(1 - u ^ 2) = u * √(1 - u ^ 2) - ζ * u := by
    have hd : ζ / √(1 - u ^ 2) * √(1 - u ^ 2) = ζ := div_mul_cancel₀ _ hs.ne'
    unfold agEnergy
    linear_combination (-u) * hd
  refine ⟨le_of_mul_le_mul_right (by linarith) hs, fun h => ?_, fun h => ?_⟩
  · rw [h] at hmul
    exact heq (by linarith)
  · rw [h]
    exact (agEnergy_edge h0 h1).2
```

## The gap as a maximum and as a threshold

`IsGreatest` says that the stated number belongs to the set of values of $f$ on $[0,1)$ and bounds that set from above. The function and the gap are written out in full, so the statement can be read without the definitions.

```lean
/-- For `0 < ζ < 1` the maximum of `u (1 - ζ/√(1 - u²))` over `u` in `[0, 1)` is `(1 -
ζ^(2/3))^(3/2)`. -/
theorem abrikosov_gorkov_gap {ζ : ℝ} (h0 : 0 < ζ) (h1 : ζ < 1) :
    IsGreatest ((fun u : ℝ => u * (1 - ζ / √(1 - u ^ 2))) '' Ico 0 1)
      ((1 - ζ ^ (2 / 3 : ℝ)) ^ (3 / 2 : ℝ)) := by
  refine ⟨⟨agEdge ζ, (agEnergy_edge h0 h1).1, (agEnergy_edge h0 h1).2⟩, ?_⟩
  rintro _ ⟨u, hu, rfl⟩
  exact (agEnergy_le_gap h0 h1 hu).1
```

The threshold theorem concerns roots in $[0,1)$ only. This restriction matters, because $f$ also takes arbitrarily large positive values as $u\to-1$, on a branch unrelated to the clean relation $u=\omega/\Delta$. The proof applies `intermediate_value_Icc` on $[0,g]$, after checking that the denominator does not vanish there.

The theorem gives existence, not uniqueness. A short calculus argument, separate from the Lean proof, adds that $f'(u)=1-\zeta/(1-u^2)^{3/2}$ is positive for $0\le u<g$, so for each reduced energy $w$ with $0\le w\le g^3$ the interval $[0,g]$ contains exactly one root, which a numerical solver can look for there.

```lean
/-- For `0 < ζ < 1`, a reduced energy `w ≥ 0` is reached by a real parameter `u` in `[0, 1)`
exactly when `w` does not exceed the gap. -/
theorem real_solution_iff {ζ w : ℝ} (h0 : 0 < ζ) (h1 : ζ < 1) (hw : 0 ≤ w) :
    (∃ u ∈ Ico (0 : ℝ) 1, agEnergy ζ u = w) ↔ w ≤ agGap ζ := by
  obtain ⟨hmem, hedge⟩ := agEnergy_edge h0 h1
  constructor
  · rintro ⟨u, hu, rfl⟩
    exact (agEnergy_le_gap h0 h1 hu).1
  · intro h
    have hcont : ContinuousOn (agEnergy ζ) (Icc 0 (agEdge ζ)) := by
      unfold agEnergy
      refine ContinuousOn.mul (by fun_prop) (ContinuousOn.sub (by fun_prop)
        (ContinuousOn.div (by fun_prop) (by fun_prop) ?_))
      intro x hx
      have hx1 : x < 1 := lt_of_le_of_lt hx.2 hmem.2
      exact (Real.sqrt_pos.2 (by nlinarith [hx.1])).ne'
    have hzero : agEnergy ζ 0 = 0 := by simp [agEnergy]
    -- the energy is continuous, zero at the left end and equal to the gap at the right end
    obtain ⟨u, hu, huw⟩ := intermediate_value_Icc hmem.1 hcont
      (show w ∈ Icc (agEnergy ζ 0) (agEnergy ζ (agEdge ζ)) from
        ⟨by rw [hzero]; exact hw, by rw [hedge]; exact h⟩)
    exact ⟨u, ⟨hu.1, lt_of_le_of_lt hu.2 hmem.2⟩, huw⟩
```

The last theorem places the onset of the gapless regime at $\zeta=1$. One direction tests the assumed nonpositivity at the edge, where $g^3>0$ contradicts it; the other bounds the bracket as above. The statement concerns the sign of $f$, and the complex roots that determine the density of states in this regime are not treated.

```lean
/-- For `ζ > 0` the reduced energy is nowhere positive on `[0, 1)` exactly when `ζ ≥ 1`. -/
theorem gapless_iff {ζ : ℝ} (h0 : 0 < ζ) :
    (∀ u ∈ Ico (0 : ℝ) 1, agEnergy ζ u ≤ 0) ↔ 1 ≤ ζ := by
  constructor
  · intro h
    by_contra hlt
    have h1 : ζ < 1 := lt_of_not_ge hlt
    obtain ⟨hg, -, -, -, h4⟩ := edge_relations h0 h1
    obtain ⟨hmem, hedge⟩ := agEnergy_edge h0 h1
    have hle := h _ hmem
    rw [hedge, ← h4] at hle
    exact absurd hle (not_le_of_gt (pow_pos hg 3))
  · intro h u hu
    have hpos : 0 < 1 - u ^ 2 := by nlinarith [hu.1, hu.2]
    have hs : 0 < √(1 - u ^ 2) := Real.sqrt_pos.2 hpos
    have hss : √(1 - u ^ 2) ^ 2 = 1 - u ^ 2 := Real.sq_sqrt hpos.le
    have hs1 : √(1 - u ^ 2) ≤ 1 := by nlinarith [sq_nonneg u]
    have hq : 1 ≤ ζ / √(1 - u ^ 2) := (one_le_div hs).2 (hs1.trans h)
    have hm := mul_nonneg hu.1 (sub_nonneg.2 hq)
    unfold agEnergy
    linarith

end

end AbrikosovGorkovGap
```

```lean
#print axioms AbrikosovGorkovGap.abrikosov_gorkov_gap
#print axioms AbrikosovGorkovGap.real_solution_iff
#print axioms AbrikosovGorkovGap.gapless_iff
```

```
'AbrikosovGorkovGap.abrikosov_gorkov_gap' depends on axioms: [propext, Classical.choice, Quot.sound]
'AbrikosovGorkovGap.real_solution_iff' depends on axioms: [propext, Classical.choice, Quot.sound]
'AbrikosovGorkovGap.gapless_iff' depends on axioms: [propext, Classical.choice, Quot.sound]
```
